# The density matrix of a normalised CIS state has occupations between 0 and 1, and is idempotent exactly when its amplitude matrix has rank one

After a configuration interaction singles (CIS) calculation, one can diagonalise the one-particle density matrix of an excited state and read its eigenvalues as occupation numbers of natural orbitals. That reading needs eigenvalues between 0 and 1 that add up to the number of electrons. Both hold for the unrelaxed density of a normalised CIS state in a finite orthonormal spin-orbital basis, and the rank of the amplitude matrix decides whether all occupations are 0 or 1.

## Occupations and two-by-two minors

Let \(X_{ai}\) be the amplitude for exciting an electron from occupied spin orbital \(i\) to virtual spin orbital \(a\), and let \(n_o\) be the number of occupied orbitals. Write \(N=X^\dagger X\) and \(M=XX^\dagger\). The state is normalised, and its density matrix is block diagonal:

\[
\operatorname{tr}M=\sum_{a,i}|X_{ai}|^2=1,\qquad
\gamma=\begin{pmatrix}1-N&0\\0&M\end{pmatrix}.
\]

**Trace.** Since \(\operatorname{tr}N=\operatorname{tr}M=1\), we get \(\operatorname{tr}\gamma=(n_o-1)+1=n_o\).

**Bounds.** For a vector \(x\) on the occupied orbitals, Cauchy-Schwarz in each row of \(X\) gives

\[
\|Xx\|^2=\sum_a\Big|\sum_i X_{ai}x_i\Big|^2\le\sum_a\Big(\sum_i|X_{ai}|^2\Big)\|x\|^2=\|x\|^2 .
\]

Hence \(x^\dagger(1-N)x=\|x\|^2-\|Xx\|^2\ge0\). The same argument for \(X^\dagger\) gives \(1-M\ge0\), while \(N\) and \(M\) are positive semidefinite because their quadratic forms are squared norms. The blocks of \(\gamma\) and of \(1-\gamma=\operatorname{diag}(N,1-M)\) are therefore all positive semidefinite, and so are the two matrices. Applied to an eigenvector of \(\gamma\) with eigenvalue \(\lambda\), this gives \(\lambda\ge0\) and \(1-\lambda\ge0\), so every occupation lies between 0 and 1.

**Deviation from idempotency.** Expanding the square and summing over \(i,j\) gives

\[
\sum_{i,j}|X_{ai}X_{bj}-X_{aj}X_{bi}|^2=2\,(M_{aa}M_{bb}-M_{ab}M_{ba}).
\]

Summed over \(a,b\), the right side is \(2(1-\operatorname{tr}M^2)\). On the other hand, \((1-N)-(1-N)^2=N-N^2\) and \(\operatorname{tr}N^2=\operatorname{tr}M^2\), so \(\operatorname{tr}(\gamma-\gamma^2)=2-2\operatorname{tr}M^2\) as well. Thus

\[
\operatorname{tr}(\gamma-\gamma^2)=\sum_{a,b,i,j}|X_{ai}X_{bj}-X_{aj}X_{bi}|^2 .
\]

**Rank.** If \(X\) has rank one, its columns are multiples of one vector, \(X_{ai}=c_iw_a\), and every minor vanishes. Conversely, if the minors vanish and \(X_{ai}\ne0\) for some fixed \(a,i\), then \(X_{bj}=X_{bi}X_{aj}/X_{ai}\) for all \(b,j\). This is a nonzero outer product, which has rank one.

**Idempotency.** If \(\gamma^2=\gamma\), the sum of squares is zero, so every minor vanishes and the rank is one. If the rank is one, the minors vanish and

\[
(XX^\dagger X)_{aj}=\sum_{b,i}X_{ai}X_{bi}^*X_{bj}=X_{aj}\sum_{b,i}|X_{bi}|^2=X_{aj}.
\]

Then \(N^2=N\) and \(M^2=M\), so \((1-N)^2=1-N\) and \(\gamma^2=\gamma\). Because \(\gamma\) is Hermitian and hence diagonalisable, \(\gamma^2=\gamma\) holds exactly when all occupations are 0 or 1.

## The density matrix and its bounds in Lean

The finite types `o` and `v` label the occupied and virtual spin orbitals. Opening `ComplexOrder` makes \(0\le z\) mean that the complex number \(z\) is real and nonnegative.

```lean
import Mathlib

open Matrix
open scoped ComplexOrder

namespace CISStateDensity

variable {o v : Type*} [Fintype o] [Fintype v]
```

The density is a matrix on the disjoint union `o ⊕ v`. The block form corresponds to the convention \(\gamma_{pq}=\langle a_q^\dagger a_p\rangle\); it is taken as the definition and is not derived from a many-electron wavefunction.

```lean
/-- The block-diagonal matrix with `1 - Xᴴ X` on occupied and `X Xᴴ` on virtual orbitals. For
normalised amplitudes `X a i` (virtual `a`, occupied `i`) it models the one-particle density matrix
of the CIS state. -/
def cisDensity [DecidableEq o] (X : Matrix v o ℂ) : Matrix (o ⊕ v) (o ⊕ v) ℂ :=
  fromBlocks (1 - Xᴴ * X) 0 0 (X * Xᴴ)
```

The next lemma turns products \(zz^*\) into real squared moduli.

```lean
/-- A complex number times its conjugate is its squared modulus. -/
lemma mul_star_eq (z : ℂ) : z * star z = ((‖z‖ ^ 2 : ℝ) : ℂ) := by
  rw [← Complex.normSq_eq_norm_sq]
  exact Complex.mul_conj z
```

In the proof of the first bound, `frob` is the normalisation written as a sum, `key` is the row-wise Cauchy-Schwarz estimate, and `e` identifies the quadratic form with \(\|x\|^2-\|Xx\|^2\).

```lean
/-- For normalised amplitudes, `1 - Xᴴ X` is positive semidefinite. -/
theorem one_sub_posSemidef [DecidableEq o] (X : Matrix v o ℂ)
    (h : (X * Xᴴ).trace = 1) : (1 - Xᴴ * X).PosSemidef := by
  have frob : ∑ a, ∑ i, ‖X a i‖ ^ 2 = 1 := by
    apply Complex.ofReal_injective
    rw [Complex.ofReal_one, ← h]
    simp only [trace, diag_apply, mul_apply, conjTranspose_apply, mul_star_eq,
      Complex.ofReal_sum]
  refine PosSemidef.of_dotProduct_mulVec_nonneg
    (isHermitian_one.sub (isHermitian_conjTranspose_mul_self X)) fun x => ?_
  -- Cauchy-Schwarz in every row of `X`
  have key : ∑ a, ‖(X *ᵥ x) a‖ ^ 2 ≤ ∑ i, ‖x i‖ ^ 2 := by
    calc ∑ a, ‖(X *ᵥ x) a‖ ^ 2
        ≤ ∑ a, (∑ i, ‖X a i‖ ^ 2) * ∑ i, ‖x i‖ ^ 2 := by
          refine Finset.sum_le_sum fun a _ => ?_
          have h1 : ‖(X *ᵥ x) a‖ ≤ ∑ i, ‖X a i‖ * ‖x i‖ := by
            simpa only [mulVec, dotProduct, norm_mul] using
              norm_sum_le Finset.univ (fun i => X a i * x i)
          exact (pow_le_pow_left₀ (norm_nonneg _) h1 2).trans
            (Finset.sum_mul_sq_le_sq_mul_sq _ _ _)
      _ = ∑ i, ‖x i‖ ^ 2 := by rw [← Finset.sum_mul, frob, one_mul]
  have e : star x ⬝ᵥ ((1 - Xᴴ * X) *ᵥ x)
      = ((∑ i, ‖x i‖ ^ 2 - ∑ a, ‖(X *ᵥ x) a‖ ^ 2 : ℝ) : ℂ) := by
    rw [sub_mulVec, one_mulVec, dotProduct_sub, ← mulVec_mulVec, dotProduct_mulVec,
      ← star_mulVec, dotProduct_comm (star x), dotProduct_comm (star (X *ᵥ x))]
    simp only [dotProduct, Pi.star_apply, mul_star_eq, Complex.ofReal_sub,
      Complex.ofReal_sum]
  rw [e]
  exact Complex.zero_le_real.2 (sub_nonneg.2 key)
```

To assemble the blocks, a vector on `o ⊕ v` is split into its occupied and virtual parts, and the two quadratic forms add.

```lean
/-- A block-diagonal matrix with positive semidefinite blocks is positive semidefinite. -/
lemma posSemidef_blocks {A : Matrix o o ℂ} {D : Matrix v v ℂ}
    (hA : A.PosSemidef) (hD : D.PosSemidef) : (fromBlocks A 0 0 D).PosSemidef := by
  refine PosSemidef.of_dotProduct_mulVec_nonneg
    (IsHermitian.fromBlocks hA.isHermitian (by simp) hD.isHermitian) fun x => ?_
  have e : star x ⬝ᵥ (fromBlocks A 0 0 D *ᵥ x)
      = star (x ∘ Sum.inl) ⬝ᵥ (A *ᵥ (x ∘ Sum.inl))
        + star (x ∘ Sum.inr) ⬝ᵥ (D *ᵥ (x ∘ Sum.inr)) := by
    rw [fromBlocks_mulVec]
    simp [dotProduct, Fintype.sum_sum_type]
  rw [e]
  exact add_nonneg (hA.dotProduct_mulVec_nonneg _) (hD.dotProduct_mulVec_nonneg _)

/-- The trace of a block matrix is the sum of the traces of its diagonal blocks. -/
lemma trace_blocks (A : Matrix o o ℂ) (B : Matrix o v ℂ) (C : Matrix v o ℂ)
    (D : Matrix v v ℂ) : (fromBlocks A B C D).trace = A.trace + D.trace := by
  simp [trace, Fintype.sum_sum_type]
```

## From minors to the rank criterion

In the trace identity, `pair` is the expansion for fixed \(a,b\). The facts `h1` and `h2` carry out the sums over \(a,b\), and `h3` and `h4` move traces from \(N\) to \(M\).

```lean
/-- For a normalised CIS state, the trace of `γ - γ²` is the sum of the squared moduli of
all two-by-two minors of the amplitude matrix, taken over all index quadruples. -/
theorem trace_sub_sq [DecidableEq o] (X : Matrix v o ℂ) (h : (X * Xᴴ).trace = 1) :
    (cisDensity X - cisDensity X * cisDensity X).trace
      = ((∑ a, ∑ b, ∑ i, ∑ j, ‖X a i * X b j - X a j * X b i‖ ^ 2 : ℝ) : ℂ) := by
  -- for a fixed pair of virtual orbitals the minors combine into entries of `X Xᴴ`
  have pair : ∀ a b, ∑ i, ∑ j, ((‖X a i * X b j - X a j * X b i‖ ^ 2 : ℝ) : ℂ)
      = 2 * ((X * Xᴴ) a a * (X * Xᴴ) b b - (X * Xᴴ) a b * (X * Xᴴ) b a) := by
    intro a b
    have r : ∀ p q s t : ℂ, 2 * (p * q - s * t) = p * q + q * p - s * t - t * s := by
      intros; ring
    rw [r]
    simp only [mul_apply, conjTranspose_apply, Finset.sum_mul_sum,
      ← Finset.sum_add_distrib, ← Finset.sum_sub_distrib]
    refine Finset.sum_congr rfl fun i _ => Finset.sum_congr rfl fun j _ => ?_
    rw [← mul_star_eq, star_sub, star_mul', star_mul']
    ring
  have h1 : ∑ a, ∑ b, (X * Xᴴ) a a * (X * Xᴴ) b b = 1 := by
    rw [← Finset.sum_mul_sum]
    change (X * Xᴴ).trace * (X * Xᴴ).trace = 1
    rw [h, one_mul]
  have h2 : ∑ a, ∑ b, (X * Xᴴ) a b * (X * Xᴴ) b a = (X * Xᴴ * (X * Xᴴ)).trace := by
    simp only [trace, diag_apply, mul_apply (M := X * Xᴴ)]
  have h3 : (Xᴴ * X * (Xᴴ * X)).trace = (X * Xᴴ * (X * Xᴴ)).trace := by
    rw [Matrix.mul_assoc, trace_mul_comm]
    simp only [Matrix.mul_assoc]
  have h4 : (Xᴴ * X).trace = 1 := by rw [trace_mul_comm, h]
  have sq : ∀ N : Matrix o o ℂ, (1 - N) * (1 - N) = 1 - N - N + N * N := by
    intro N; noncomm_ring
  have hS : ∑ a, ∑ b, 2 * ((X * Xᴴ) a a * (X * Xᴴ) b b - (X * Xᴴ) a b * (X * Xᴴ) b a)
      = 2 * (∑ a, ∑ b, (X * Xᴴ) a a * (X * Xᴴ) b b
        - ∑ a, ∑ b, (X * Xᴴ) a b * (X * Xᴴ) b a) := by
    simp only [mul_sub, Finset.mul_sum, Finset.sum_sub_distrib]
  simp only [Complex.ofReal_sum, pair]
  rw [hS, h1, h2]
  simp only [cisDensity, trace_sub, fromBlocks_multiply, trace_blocks, sq,
    Matrix.mul_zero, Matrix.zero_mul, add_zero, zero_add, trace_add, h, h3, h4]
  ring
```

`Matrix.rank` is the dimension of the range. In one direction a spanning vector `w` of that range yields the coefficients of the columns; in the other, `vecMulVec` is the outer product built from a nonzero entry.

```lean
omit [Fintype v] in
/-- A nonzero amplitude matrix has rank one exactly when all its two-by-two minors
vanish. -/
theorem rank_one_iff_minors [DecidableEq o] (X : Matrix v o ℂ) (hX : X ≠ 0) :
    X.rank = 1 ↔ ∀ a b i j, X a i * X b j = X a j * X b i := by
  constructor
  · intro h a b i j
    -- every column is a multiple of one vector
    obtain ⟨w, _, hw⟩ := finrank_eq_one_iff'.1 h
    have col : ∀ k, ∃ c : ℂ, ∀ d, X d k = c * w.1 d := by
      intro k
      obtain ⟨c, hc⟩ := hw ⟨X.mulVecLin (Pi.single k 1), LinearMap.mem_range_self _ _⟩
      refine ⟨c, fun d => ?_⟩
      have := congrFun (congrArg Subtype.val hc) d
      simpa using this.symm
    obtain ⟨c, hc⟩ := col i
    obtain ⟨c', hc'⟩ := col j
    rw [hc, hc, hc', hc']
    ring
  · intro h
    obtain ⟨a, i, hai⟩ : ∃ a i, X a i ≠ 0 := by
      by_contra hn
      push Not at hn
      exact hX (by ext a i; exact hn a i)
    have hle : X.rank ≤ 1 := by
      have e : X = vecMulVec (fun b => X b i) (fun j => X a j / X a i) := by
        ext b j
        rw [vecMulVec_apply, ← mul_div_assoc, eq_div_iff hai]
        exact h b a j i
      rw [e]
      exact rank_vecMulVec_le _ _
    have hne : X.rank ≠ 0 := by
      intro h0
      have hz := LinearMap.range_eq_bot.1 (Submodule.finrank_eq_zero.1 h0)
      have := congrFun (LinearMap.congr_fun hz (Pi.single i 1)) a
      exact hai (by simpa using this)
    omega
```

The main theorem assumes only normalisation, which already excludes \(X=0\) and empty orbital sets. Its four conclusions are the trace, the positivity of \(\gamma\), the positivity of \(1-\gamma\), and the equivalence between idempotency and rank one. `PosSemidef` includes Hermiticity. In the last part, `s0` to `s4` peel the vanishing sum down to a single minor, and `hXX` is \(XX^\dagger X=X\).

```lean
/-- The density matrix of a normalised CIS state has trace equal to the number of occupied
orbitals, `γ` and `1 - γ` are positive semidefinite, and `γ` is idempotent exactly when the
amplitude matrix has rank one. -/
theorem cisDensity_main [DecidableEq o] [DecidableEq v] (X : Matrix v o ℂ)
    (h : (X * Xᴴ).trace = 1) :
    (cisDensity X).trace = Fintype.card o ∧ (cisDensity X).PosSemidef ∧
      (1 - cisDensity X).PosSemidef ∧
      (cisDensity X * cisDensity X = cisDensity X ↔ X.rank = 1) := by
  have h' : (Xᴴ * X).trace = 1 := by rw [trace_mul_comm, h]
  have hX : X ≠ 0 := by
    rintro rfl
    simp at h
  have hM : (X * Xᴴ).PosSemidef := by
    simpa using posSemidef_conjTranspose_mul_self Xᴴ
  have hM' : (1 - X * Xᴴ).PosSemidef := by
    simpa using one_sub_posSemidef Xᴴ (by simpa using h')
  refine ⟨?_, posSemidef_blocks (one_sub_posSemidef X h) hM, ?_, ?_⟩
  · rw [cisDensity, trace_blocks, trace_sub, trace_one, h, h']
    ring
  · have e : 1 - cisDensity X = fromBlocks (Xᴴ * X) 0 0 (1 - X * Xᴴ) := by
      ext (i | i) (j | j) <;> simp [cisDensity, Matrix.one_apply]
    rw [e]
    exact posSemidef_blocks (posSemidef_conjTranspose_mul_self X) hM'
  · rw [rank_one_iff_minors X hX]
    constructor
    · intro hid a b i j
      have t := trace_sub_sq X h
      rw [hid, sub_self, trace_zero] at t
      -- a vanishing sum of squares has vanishing terms
      have s0 := Complex.ofReal_eq_zero.1 t.symm
      have s1 := (Finset.sum_eq_zero_iff_of_nonneg (fun _ _ => by positivity)).1 s0 a
        (Finset.mem_univ a)
      have s2 := (Finset.sum_eq_zero_iff_of_nonneg (fun _ _ => by positivity)).1 s1 b
        (Finset.mem_univ b)
      have s3 := (Finset.sum_eq_zero_iff_of_nonneg (fun _ _ => by positivity)).1 s2 i
        (Finset.mem_univ i)
      have s4 := (Finset.sum_eq_zero_iff_of_nonneg (fun _ _ => by positivity)).1 s3 j
        (Finset.mem_univ j)
      exact sub_eq_zero.1 (norm_eq_zero.1 (pow_eq_zero_iff two_ne_zero |>.1 s4))
    · intro hm
      -- vanishing minors and normalisation give `X Xᴴ X = X`
      have hXX : X * Xᴴ * X = X := by
        ext a j
        calc (X * Xᴴ * X) a j = ∑ b, ∑ i, X a j * (X b i * star (X b i)) := by
              simp only [mul_apply, conjTranspose_apply, Finset.sum_mul]
              refine Finset.sum_congr rfl fun b _ => Finset.sum_congr rfl fun i _ => ?_
              linear_combination star (X b i) * hm a b i j
          _ = X a j * (X * Xᴴ).trace := by
              simp only [trace, diag_apply, mul_apply, conjTranspose_apply, Finset.mul_sum]
          _ = X a j := by rw [h, mul_one]
      have hN : Xᴴ * X * (Xᴴ * X) = Xᴴ * X := by
        rw [Matrix.mul_assoc, ← Matrix.mul_assoc X, hXX]
      have hP : X * Xᴴ * (X * Xᴴ) = X * Xᴴ := by
        rw [← Matrix.mul_assoc, hXX]
      have hQ : (1 - Xᴴ * X) * (1 - Xᴴ * X) = 1 - Xᴴ * X := by
        rw [sub_mul, one_mul, mul_sub, mul_one, hN, sub_self, sub_zero]
      simp only [cisDensity, fromBlocks_multiply, hQ, hP, Matrix.mul_zero,
        Matrix.zero_mul, add_zero, zero_add]
```

## Two excitations of equal weight

Take two occupied and two virtual orbitals, and let \(X=c\,1\) with \(|c|^2=1/2\). The state is an equal-weight superposition of two single excitations, each from its own occupied orbital to its own virtual orbital. All four occupations equal one half, so \(\gamma^2=\tfrac14\,1\ne\gamma\). If the two pairs are the spin-up and spin-down copies of one spatial excitation, this is the familiar open-shell singlet.

```lean
/-- For two occupied and two virtual orbitals, the amplitude matrix `c • 1` with `‖c‖ ^ 2 = 1 / 2`
is normalised, and its density matrix is half the identity. -/
theorem cisDensity_two_pairs (c : ℂ) (hc : ‖c‖ ^ 2 = 1 / 2) :
    ((c • (1 : Matrix (Fin 2) (Fin 2) ℂ)) * (c • (1 : Matrix (Fin 2) (Fin 2) ℂ))ᴴ).trace = 1 ∧
      cisDensity (c • (1 : Matrix (Fin 2) (Fin 2) ℂ)) = (1 / 2 : ℂ) • 1 := by
  have hs : c * star c = 1 / 2 := by
    rw [mul_star_eq, hc]
    norm_num
  have h1 : (c • (1 : Matrix (Fin 2) (Fin 2) ℂ)) * (c • (1 : Matrix (Fin 2) (Fin 2) ℂ))ᴴ
      = (1 / 2 : ℂ) • 1 := by
    rw [conjTranspose_smul, conjTranspose_one, smul_mul_smul_comm, one_mul, hs]
  have h2 : (c • (1 : Matrix (Fin 2) (Fin 2) ℂ))ᴴ * (c • (1 : Matrix (Fin 2) (Fin 2) ℂ))
      = (1 / 2 : ℂ) • 1 := by
    rw [conjTranspose_smul, conjTranspose_one, smul_mul_smul_comm, one_mul, mul_comm, hs]
  have h3 : (1 : Matrix (Fin 2) (Fin 2) ℂ) - (1 / 2 : ℂ) • 1 = (1 / 2 : ℂ) • 1 := by
    module
  constructor
  · rw [h1, trace_smul, trace_one]
    norm_num
  · rw [cisDensity, h1, h2, h3, ← fromBlocks_one, fromBlocks_smul, smul_zero]

end CISStateDensity
```

```lean
#print axioms CISStateDensity.cisDensity_main
-- 'CISStateDensity.cisDensity_main' depends on axioms: [propext, Classical.choice, Quot.sound]
#print axioms CISStateDensity.cisDensity_two_pairs
-- 'CISStateDensity.cisDensity_two_pairs' depends on axioms: [propext, Classical.choice, Quot.sound]
```

## Weaker normalisation, and a density derived from the state

The Cauchy-Schwarz argument needs only \(\operatorname{tr}(XX^\dagger)\le1\). The trace of \(\gamma\) is then still \(n_o\), and both bounds survive. The rank criterion does not: the \(1\times1\) matrix \(X=1/\sqrt2\) has rank one but gives \(\gamma=\tfrac12\,1\). When the trace is below one, the block matrix describes a statistical mixture of the reference determinant and a CIS state. A pure superposition of the two would also have nonzero occupied-virtual blocks in its density matrix, so it is not covered here.

A different model would start from the CIS vector in Fock space and define \(\gamma_{pq}=\langle a_q^\dagger a_p\rangle\). The block form would then have to be proved, while both bounds would follow from the anticommutation relations for any normalised state. Idempotency could also be tied to the state being a single determinant, a link that the matrix theorem above leaves unstated.
